# The characteristic polynomial of two tight-binding fragments that share a single site

Two finite fragments of a non-interacting tight-binding model, in an orthonormal basis, are joined through one shared site with on-site term a + b, and have no direct coupling to each other. Write P(M) = det(X·1 − M) for the characteristic polynomial of a matrix M in the variable X, and let A and B be the fragments' matrices without the shared site. `charpoly_bordered_join` states that the characteristic polynomial of the whole is P(A with site a)·P(B) + P(A)·P(B with site b) − X·P(A)·P(B), where "with site a" means that the shared site is included with on-site term a and its couplings to that fragment. The entries may lie in any commutative ring, and the matrix need not be symmetric. The proof splits the shared site's row of the characteristic matrix into one part for each fragment, uses the additivity of the determinant in that row, and factors each of the two determinants.

The first attempt, which Lean rejects:

```lean
import Mathlib

open Matrix Polynomial

namespace FragmentCoalescence

noncomputable section

variable {R : Type*} [CommRing R]
variable {m n V W : Type*} [Fintype m] [DecidableEq m] [Fintype n] [DecidableEq n]
variable [Fintype V] [DecidableEq V] [Fintype W] [DecidableEq W]

/-- The matrix `A` bordered by one distinguished site with diagonal entry `a`,
row couplings `r` and column couplings `c`. -/
def bordered {m : Type*} (a : R) (r c : m → R) (A : Matrix m m R) :
    Matrix (Unit ⊕ m) (Unit ⊕ m) R :=
  fromBlocks (of fun _ _ => a) (of fun _ j => r j) (of fun i _ => c i) A

/-- The determinant of a bordered matrix is additive in the row of the distinguished site. -/
theorem det_bordered_add (a b : R) (r s c : m → R) (A : Matrix m m R) :
    (bordered (a + b) (r + s) c A).det
      = (bordered a r c A).det + (bordered b s c A).det := by
  have h : ∀ (x : R) (t : m → R), bordered x t c A
      = updateRow (bordered 0 0 c A) (Sum.inl ()) (Sum.elim (fun _ => x) t) := by
    intro x t
    refine Matrix.ext ?_
    rintro (i | i) (j | j) <;> simp [bordered, updateRow_apply]
  rw [h (a + b) (r + s), h a r, h b s, ← det_updateRow_add]
  congr 2
  funext j
  rcases j with j | j <;> rfl

/-- If the row of the shared site reaches only the first fragment, the determinant is that of
the bordered first fragment times that of the second fragment. -/
theorem det_row_left (a : R) (r c : m → R) (d : n → R) (A : Matrix m m R) (B : Matrix n n R) :
    (bordered a (Sum.elim r 0) (Sum.elim c d) (fromBlocks A 0 0 B)).det
      = (bordered a r c A).det * B.det := by
  -- grouping the shared site with the first fragment gives a block triangular matrix
  rw [← det_submatrix_equiv_self (Equiv.sumAssoc Unit m n),
    ← det_fromBlocks_zero₁₂ (bordered a r c A)
      (of fun i j => Sum.elim (fun _ => d i) (fun _ => 0) j) B]
  congr 1
  refine Matrix.ext ?_
  rintro ((i | i) | i) ((j | j) | j) <;> simp [bordered]

/-- If the row of the shared site reaches only the second fragment, the determinant is that of
the first fragment times that of the bordered second fragment. -/
theorem det_row_right (b : R) (c : m → R) (s d : n → R) (A : Matrix m m R) (B : Matrix n n R) :
    (bordered b (Sum.elim 0 s) (Sum.elim c d) (fromBlocks A 0 0 B)).det
      = A.det * (bordered b s d B).det := by
  rw [mul_comm, ← det_row_left b s d c B A,
    ← det_submatrix_equiv_self (Equiv.sumCongr (Equiv.refl Unit) (Equiv.sumComm n m))]
  congr 1
  refine Matrix.ext ?_
  rintro (i | i | i) (j | j | j) <;> simp [bordered]

/-- The characteristic matrix of a bordered matrix is again bordered. -/
theorem charmatrix_bordered (a : R) (r c : m → R) (A : Matrix m m R) :
    charmatrix (bordered a r c A)
      = bordered (X - C a) (fun j => -C (r j)) (fun i => -C (c i)) (charmatrix A) := by
  refine Matrix.ext ?_
  rintro (i | i) (j | j) <;> simp [bordered, charmatrix_apply, diagonal_apply]

/-- Coalescence formula for two bordered matrices that share their distinguished site. -/
theorem charpoly_bordered_join (a b : R) (r c : m → R) (s d : n → R)
    (A : Matrix m m R) (B : Matrix n n R) :
    (bordered (a + b) (Sum.elim r s) (Sum.elim c d) (fromBlocks A 0 0 B)).charpoly
      = (bordered a r c A).charpoly * B.charpoly + A.charpoly * (bordered b s d B).charpoly
        - X * A.charpoly * B.charpoly := by
  -- split the shared row into a part for each fragment
  have hJ : charmatrix (bordered (a + b) (Sum.elim r s) (Sum.elim c d) (fromBlocks A 0 0 B))
      = bordered ((X - C a) + (-C b))
          (Sum.elim (fun j => -C (r j)) 0 + Sum.elim 0 (fun j => -C (s j)))
          (Sum.elim (fun i => -C (c i)) (fun i => -C (d i)))
          (fromBlocks (charmatrix A) 0 0 (charmatrix B)) := by
    refine Matrix.ext ?_
    rintro (i | i | i) (j | j | j) <;>
      simp [bordered, charmatrix_apply, diagonal_apply] <;> ring
  -- the variable `X` on the shared site must be counted only once
  have hZ : (bordered X 0 (fun i => -C (d i)) (charmatrix B)).det
      = X * (charmatrix B).det := by
    have h0 : bordered X 0 (fun i => -C (d i)) (charmatrix B)
        = fromBlocks (of fun _ _ => X) 0 (of fun i _ => -C (d i)) (charmatrix B) := by
      refine Matrix.ext ?_
      rintro (i | i) (j | j) <;> simp [bordered]
    rw [h0, det_fromBlocks_zero₁₂, det_unique, of_apply]
  have hB := det_bordered_add (-C b) X (fun j => -C (s j)) 0 (fun i => -C (d i)) (charmatrix B)
  rw [hZ, add_zero, show -C b + X = X - C b by ring] at hB
  unfold Matrix.charpoly
  rw [hJ, det_bordered_add, det_row_left, det_row_right, charmatrix_bordered,
    charmatrix_bordered, hB]
  ring

end

end FragmentCoalescence
```

Lean reports:

```
Main.lean:73:53: error: numerals are data in Lean, but the expected type is universe polymorphic and may be a proposition
  ?m.148 → ?m.150 : Sort (imax (?u.153 + 1) ?u.151)
Try this:
  [apply] ring_nf
  
  The `ring` tactic failed to close the goal. Use `ring_nf` to obtain a normal form.
    
  Note that `ring` works primarily in *commutative* rings. If you have a noncommutative ring, abelian group or module, consider using `noncomm_ring`, `abel` or `module` instead.
Main.lean:75:60: error: unsolved goals
case inl.inr.inl
R : Type u_1
inst✝⁴ : CommRing R
m : Type u_2
n : Type u_3
inst✝³ : Fintype m
inst✝² : DecidableEq m
inst✝¹ : Fintype n
inst✝ : DecidableEq n
a b : R
r c : m → R
s d : n → R
A : Matrix m m R
B : Matrix n n R
i : Unit
j : m
⊢ sorry () j = 0
```

What went wrong. The first error points at the `0` in `Sum.elim 0 (fun j => -C (s j))`. `Sum.elim` allows values in any sort, and when Lean reaches this `0` it has not yet seen the function after it, which would show that the values are polynomials. For all Lean knows, the expected type could be a proposition, and a numeral cannot stand for a proof. Writing `(0 : m → R[X])` settles the type at once.

The other two messages follow from this. Lean put a `sorry` in place of the faulty term, so in the case of the shared site's row and a column of the first fragment, the proof was left to show that this placeholder is zero. `ring` cannot do that, and the goal stayed open. With a real zero there, the case closes.

No message faults the other `0`; its annotation `(0 : n → R[X])` states its type in the same way. Moving `ring` to its own line is mere tidying: in the repaired file `simp` leaves only one goal for it, which `<;> ring` would also have reached.

Lean accepts the file once it reads:

```diff
@@ -71,10 +71,12 @@
   have hJ : charmatrix (bordered (a + b) (Sum.elim r s) (Sum.elim c d) (fromBlocks A 0 0 B))
       = bordered ((X - C a) + (-C b))
-          (Sum.elim (fun j => -C (r j)) 0 + Sum.elim 0 (fun j => -C (s j)))
+          (Sum.elim (fun j => -C (r j)) (0 : n → R[X])
+            + Sum.elim (0 : m → R[X]) (fun j => -C (s j)))
           (Sum.elim (fun i => -C (c i)) (fun i => -C (d i)))
           (fromBlocks (charmatrix A) 0 0 (charmatrix B)) := by
     refine Matrix.ext ?_
     rintro (i | i | i) (j | j | j) <;>
-      simp [bordered, charmatrix_apply, diagonal_apply] <;> ring
+      simp [bordered, charmatrix_apply, diagonal_apply]
+    ring
   -- the variable `X` on the shared site must be counted only once
   have hZ : (bordered X 0 (fun i => -C (d i)) (charmatrix B)).det
```
